# A norm-dense trial space with energies of at least 2, although the true minimum is 1

When variational energies from growing basis sets are extrapolated, the limit may be read as the ground-state energy. Completeness of the basis in the Hilbert-space norm does not by itself justify that reading, as a single diagonal Hamiltonian with one linear constraint on the trial vectors shows. The reading is sound if some trial vectors approach the ground state in energy as well as in norm.

The Hamiltonian has levels (n+1)², n = 0, 1, 2, …, which are those of a particle in a one-dimensional hard-walled box in units of the lowest level. A state has real amplitudes x_n on these levels. Trial vectors have finitely many nonzero amplitudes, and these add up to zero.

```lean
import Mathlib

open Filter Topology

namespace NormCompleteWrongEnergy

noncomputable section
```

## States, energies and the constraint

The states are the real sequences with Σ x_n² finite.

```lean
/-- The Hilbert space of square-summable real sequences. -/
abbrev L2 := lp (fun _ : ℕ => ℝ) 2
```

The state `ket i` has amplitude one on level i. Counting starts at zero, so the usual box quantum number is i + 1.

```lean
/-- The basis state with amplitude one on level `i` and zero elsewhere. -/
def ket (i : ℕ) : L2 := lp.single 2 i (1 : ℝ)
```

A square-summable state can still have infinite energy, so convergence of the energy sum is a separate condition.

```lean
/-- The states for which the energy sum with levels `(n+1)²` converges. -/
def FiniteEnergy (x : L2) : Prop :=
  Summable (fun n : ℕ => ((n : ℝ) + 1) ^ 2 * x n ^ 2)
```

For states that satisfy it, the energy form is

E(x) = Σ (n+1)² x_n².

The name `energy` refers to this form before normalisation.

```lean
/-- The energy form of the diagonal Hamiltonian with levels `(n+1)²`,
for states of finite energy. -/
def energy (x : L2) : ℝ := ∑' n : ℕ, ((n : ℝ) + 1) ^ 2 * x n ^ 2
```

The expectation value of the energy is the Rayleigh quotient E(x)/‖x‖².

```lean
/-- The Rayleigh quotient, energy over squared norm, for nonzero states of finite energy. -/
def rayleigh (x : L2) : ℝ := energy x / ‖x‖ ^ 2
```

The trial space consists of the sequences for which, from some N on, every M ≥ N satisfies

x_M = 0 and x_0 + … + x_{M−1} = 0.

This says that the support is finite and the total is zero. Sums and multiples of such sequences are again of this kind, so they form a subspace.

The constraint stands for a condition that survives limits of bounded energy but can be lost in norm limits. For a particle on a line, a node forced on every basis function at one fixed point is such a condition.

```lean
/-- The trial space: sequences with finitely many nonzero amplitudes, whose sum is zero. -/
def trialSpace : Submodule ℝ L2 where
  carrier := {x | ∃ N : ℕ, ∀ M ≥ N, x M = 0 ∧ ∑ n ∈ Finset.range M, x n = 0}
  zero_mem' := ⟨0, fun M _ => by simp⟩
  add_mem' := by
    rintro x y ⟨A, hA⟩ ⟨B, hB⟩
    refine ⟨max A B, fun M hM => ?_⟩
    obtain ⟨a, b⟩ := hA M (le_trans (le_max_left A B) hM)
    obtain ⟨c, d⟩ := hB M (le_trans (le_max_right A B) hM)
    constructor
    · simp [a, c]
    · change ∑ n ∈ Finset.range M, (x n + y n) = 0
      rw [Finset.sum_add_distrib, b, d, add_zero]
  smul_mem' := by
    rintro c x ⟨A, hA⟩
    refine ⟨A, fun M hM => ?_⟩
    obtain ⟨a, b⟩ := hA M hM
    constructor
    · simp [a]
    · simp [← Finset.mul_sum, b]
```

## Density in norm

The argument uses the components of the basis states,

(ket i)_n = 1 if n = i, and 0 otherwise,

```lean
lemma ket_apply (i n : ℕ) : ket i n = if n = i then (1 : ℝ) else 0 := by
  simp [ket, lp.single_apply, Pi.single_apply]
```

the fact that the inner product with `ket i` reads off an amplitude,

⟨ket i, v⟩ = v_i,

```lean
lemma inner_ket (i : ℕ) (v : L2) : inner ℝ (ket i) v = v i := by
  simp [ket, lp.inner_single_left]
```

the convergence of Σ x_n² for every state,

```lean
lemma summable_sq (x : L2) : Summable (fun n : ℕ => x n ^ 2) := by
  have h := (lp.memℓp x).summable (by norm_num : 0 < (2 : ENNReal).toReal)
  simpa using h
```

and its value, ‖x‖² = Σ x_n².

```lean
lemma norm_sq_eq (x : L2) : ‖x‖ ^ 2 = ∑' n : ℕ, x n ^ 2 := by
  have h := lp.norm_rpow_eq_tsum (by norm_num : 0 < (2 : ENNReal).toReal) x
  simpa using h
```

The difference ket i − ket j has amplitudes 1 and −1, or is zero if i = j. Its total vanishes, and max(i, j) + 1 serves as N.

```lean
/-- The difference of any two basis states lies in the trial space. -/
theorem ket_sub_mem (i j : ℕ) : ket i - ket j ∈ trialSpace := by
  change ∃ N : ℕ, ∀ M ≥ N, (ket i - ket j : L2) M = 0 ∧
    ∑ n ∈ Finset.range M, (ket i - ket j : L2) n = 0
  refine ⟨max i j + 1, fun M hM => ?_⟩
  have hi : i < M := by omega
  have hj : j < M := by omega
  constructor
  · simp [ket_apply, hi.ne', hj.ne']
  · simp only [lp.coeFn_sub, Pi.sub_apply, ket_apply, Finset.sum_sub_distrib,
      Finset.sum_ite_eq', Finset.mem_range, hi, hj, if_true, sub_self]
```

Now let v be orthogonal to the whole trial space. Then for every n

0 = ⟨ket n − ket 0, v⟩ = v_n − v_0,

so v is constant. The terms of the convergent series Σ v_0² must tend to zero, hence v_0 = 0 and v = 0. A subspace whose orthogonal complement is zero is dense. The proof first rewrites density as this statement about the complement; `hc` is the constancy and `h0` the vanishing of v_0².

```lean
/-- The trial space is complete in norm: it is dense in the Hilbert space. -/
theorem trialSpace_dense : Dense (trialSpace : Set L2) := by
  rw [Submodule.dense_iff_topologicalClosure_eq_top,
    Submodule.topologicalClosure_eq_top_iff, Submodule.eq_bot_iff]
  intro v hv
  -- a vector orthogonal to all differences of basis states is constant
  have hc : ∀ n, v n = v 0 := by
    intro n
    have h := (Submodule.mem_orthogonal _ v).1 hv _ (ket_sub_mem n 0)
    rw [inner_sub_left, inner_ket, inner_ket] at h
    linarith
  -- and a constant square-summable sequence is zero
  have hs : Summable (fun _ : ℕ => v 0 ^ 2) :=
    (summable_sq v).congr (fun n => by rw [hc n])
  have h0 : v 0 ^ 2 = 0 := tendsto_nhds_unique tendsto_const_nhds hs.tendsto_atTop_zero
  have h00 : v 0 = 0 := by simpa using h0
  apply lp.ext
  funext n
  exact (hc n).trans h00
```

## The energy gap

The constraint ties the lowest amplitude to all the others, so a bound on their sum is needed. Take the weights w_n = (n+1)(n+2). Their reciprocals telescope:

Σ_{n<N} 1/w_n = Σ_{n<N} [1/(n+1) − 1/(n+2)] = 1 − 1/(N+1) ≤ 1.

The Cauchy–Schwarz inequality then gives

(Σ_{n<N} x_{n+1})² ≤ (Σ_{n<N} 1/w_n) · (Σ_{n<N} w_n x_{n+1}²) ≤ Σ_{n<N} w_n x_{n+1}².

In the proof, `tel` is the telescoping sum, shown by induction, and `cs` is the Cauchy–Schwarz step. The last line discards the negative contribution of −1/(N+1).

```lean
/-- The square of a finite sum of amplitudes above the lowest level is bounded by the sum of their
squares, with weight `(n+1)(n+2)` on the square of `x (n+1)`. -/
theorem tail_bound (x : ℕ → ℝ) (N : ℕ) :
    (∑ n ∈ Finset.range N, x (n + 1)) ^ 2 ≤
      ∑ n ∈ Finset.range N, ((n : ℝ) + 1) * (n + 2) * x (n + 1) ^ 2 := by
  -- the reciprocal weights telescope
  have tel : ∀ K : ℕ, ∑ n ∈ Finset.range K, 1 / (((n : ℝ) + 1) * (n + 2))
      = 1 - 1 / ((K : ℝ) + 1) := by
    intro K
    induction K with
    | zero => simp
    | succ K ih =>
      have e : ((K + 1 : ℕ) : ℝ) + 1 = K + 2 := by push_cast; ring
      rw [Finset.sum_range_succ, ih, e]
      field_simp
      ring
  have cs : (∑ n ∈ Finset.range N, x (n + 1)) ^ 2 ≤
      (∑ n ∈ Finset.range N, 1 / (((n : ℝ) + 1) * (n + 2))) *
        ∑ n ∈ Finset.range N, ((n : ℝ) + 1) * (n + 2) * x (n + 1) ^ 2 :=
    Finset.sum_sq_le_sum_mul_sum_of_sq_le_mul _ (fun n _ => by positivity)
      (fun n _ => by positivity) (fun n _ => le_of_eq (by field_simp))
  rw [tel] at cs
  have hQ : 0 ≤ ∑ n ∈ Finset.range N, ((n : ℝ) + 1) * (n + 2) * x (n + 1) ^ 2 :=
    Finset.sum_nonneg (fun n _ => by positivity)
  have hN : 0 ≤ 1 / ((N : ℝ) + 1) := by positivity
  nlinarith [mul_nonneg hN hQ]
```

For a trial vector with amplitudes zero from N on, the constraint reads

x_0 = −Σ_{n<N} x_{n+1}.

Separating the lowest level from the rest,

E(x) − 2‖x‖² = −x_0² + Σ_{n<N} [(n+2)² − 2] x_{n+1}².

The coefficients compare as

(n+2)² − 2 = (n+1)(n+2) + n ≥ w_n,

so that

E(x) − 2‖x‖² ≥ −x_0² + Σ_{n<N} w_n x_{n+1}² ≥ 0

by the previous bound. Dividing by ‖x‖² > 0 gives a quotient of at least 2.

The proof reduces the infinite sums to finite ones (`e1`, `e2`), inserts the constraint (`hsq`), and compares coefficients (`cmp`).

```lean
/-- Every nonzero trial vector has Rayleigh quotient at least 2. -/
theorem two_le_rayleigh {x : L2} (hx : x ∈ trialSpace) (h0 : x ≠ 0) :
    2 ≤ rayleigh x := by
  rw [rayleigh, le_div_iff₀ (pow_pos (norm_pos_iff.2 h0) 2), norm_sq_eq, energy]
  obtain ⟨N, hN⟩ := hx
  have hz : ∀ n ∉ Finset.range (N + 1), x n = 0 := by
    intro n hn
    have h : N + 1 ≤ n := by simpa using hn
    exact (hN n (by omega)).1
  have e1 : ∑' n : ℕ, x n ^ 2 = ∑ n ∈ Finset.range (N + 1), x n ^ 2 :=
    tsum_eq_sum (fun n hn => by rw [hz n hn]; ring)
  have e2 : ∑' n : ℕ, ((n : ℝ) + 1) ^ 2 * x n ^ 2 =
      ∑ n ∈ Finset.range (N + 1), ((n : ℝ) + 1) ^ 2 * x n ^ 2 :=
    tsum_eq_sum (fun n hn => by rw [hz n hn]; ring)
  -- the constraint fixes the lowest amplitude
  have hs := (hN (N + 1) (by omega)).2
  rw [Finset.sum_range_succ'] at hs
  have hx0 : x 0 = -∑ n ∈ Finset.range N, x (n + 1) := by linarith
  have hsq : x 0 ^ 2 = (∑ n ∈ Finset.range N, x (n + 1)) ^ 2 := by rw [hx0]; ring
  have tb : (∑ n ∈ Finset.range N, x (n + 1)) ^ 2 ≤
      ∑ n ∈ Finset.range N, ((n : ℝ) + 1) * (n + 2) * x (n + 1) ^ 2 :=
    tail_bound (fun n => x n) N
  have cmp : ∑ n ∈ Finset.range N, ((n : ℝ) + 1) * (n + 2) * x (n + 1) ^ 2 +
      2 * ∑ n ∈ Finset.range N, x (n + 1) ^ 2 ≤
      ∑ n ∈ Finset.range N, (((n + 1 : ℕ) : ℝ) + 1) ^ 2 * x (n + 1) ^ 2 := by
    rw [Finset.mul_sum, ← Finset.sum_add_distrib]
    apply Finset.sum_le_sum
    intro n _
    push_cast
    nlinarith [mul_nonneg (Nat.cast_nonneg n : (0 : ℝ) ≤ n) (sq_nonneg (x (n + 1)))]
  have z : (((0 : ℕ) : ℝ) + 1) ^ 2 * x 0 ^ 2 = x 0 ^ 2 := by simp
  rw [e1, e2, Finset.sum_range_succ', Finset.sum_range_succ']
  linarith
```

## The true minimum

Each basis state is nonzero, since its own amplitude is one.

```lean
lemma ket_ne_zero (i : ℕ) : ket i ≠ 0 := by
  intro h
  have h1 := inner_ket i (ket i)
  rw [ket_apply, h] at h1
  simp at h1
```

Only one term of its energy sum survives, so its quotient is the level itself, (i+1)².

```lean
/-- The basis state on level `i` has finite energy and Rayleigh quotient `(i+1)²`. -/
theorem rayleigh_ket (i : ℕ) :
    FiniteEnergy (ket i) ∧ rayleigh (ket i) = ((i : ℝ) + 1) ^ 2 := by
  have h := hasSum_single (f := fun n : ℕ => ((n : ℝ) + 1) ^ 2 * ket i n ^ 2) i
    (fun n hn => by simp [ket_apply, hn])
  have e : energy (ket i) = ((i : ℝ) + 1) ^ 2 * ket i i ^ 2 := h.tsum_eq
  refine ⟨h.summable, ?_⟩
  rw [rayleigh, e, ← real_inner_self_eq_norm_sq, inner_ket]
  simp [ket_apply]
```

Every level is at least 1, hence for any state of finite energy

E(x) = Σ (n+1)² x_n² ≥ Σ x_n² = ‖x‖²,

and `ket 0` attains equality. `IsLeast` records both the lower bound and its attainment. The condition `FiniteEnergy` matters here because Lean assigns the value 0 to a divergent sum, which would give a state of infinite energy the quotient 0.

```lean
/-- Over all nonzero states of finite energy the least Rayleigh quotient is 1. -/
theorem isLeast_rayleigh :
    IsLeast {E : ℝ | ∃ x : L2, x ≠ 0 ∧ FiniteEnergy x ∧ rayleigh x = E} 1 := by
  constructor
  · exact ⟨ket 0, ket_ne_zero 0, (rayleigh_ket 0).1, by rw [(rayleigh_ket 0).2]; norm_num⟩
  · rintro E ⟨x, h0, hf, rfl⟩
    rw [rayleigh, le_div_iff₀ (pow_pos (norm_pos_iff.2 h0) 2), one_mul, norm_sq_eq]
    refine Summable.tsum_le_tsum (fun n => ?_) (summable_sq x) hf
    nlinarith [mul_nonneg (Nat.cast_nonneg n : (0 : ℝ) ≤ n) (sq_nonneg (x n)),
      sq_nonneg ((n : ℝ) * x n)]
```

The three results together state that the trial space is dense, that each of its nonzero vectors has Rayleigh quotient at least 2, and that the minimum of the quotient over all nonzero states of finite energy is 1.

```lean
/-- Completeness in norm is not enough: the trial space is dense, yet its nonzero vectors
have Rayleigh quotient at least 2, while the minimum over all nonzero states of finite
energy is 1. -/
theorem norm_complete_wrong_energy :
    Dense (trialSpace : Set L2) ∧
    (∀ x ∈ trialSpace, x ≠ 0 → 2 ≤ rayleigh x) ∧
    IsLeast {E : ℝ | ∃ x : L2, x ≠ 0 ∧ FiniteEnergy x ∧ rayleigh x = E} 1 :=
  ⟨trialSpace_dense, fun _ hx h0 => two_le_rayleigh hx h0, isLeast_rayleigh⟩
```

## Convergence to the ground state without its energy

Density supplies trial vectors u_k with u_k → ket 0 in norm. Since the limit is nonzero, u_k is nonzero for all large k, and the gap then applies:

E(u_k)/‖u_k‖² ≥ 2 for all large k.

The trial vectors converge to the ground state, but their energies do not converge to its energy. The bound 2 is all that the code proves here, and the energies in fact tend to infinity: if they stayed bounded along a subsequence, the constraint would survive in the limit, and `ket 0` violates it. The u_k are therefore not the vectors that minimise the energy in a growing sequence of trial subspaces, since those minimal energies never rise.

```lean
/-- Some sequence of trial vectors converges in norm to the lowest basis state while its
Rayleigh quotients are eventually at least 2. -/
theorem converges_with_wrong_energy :
    ∃ u : ℕ → L2, (∀ k, u k ∈ trialSpace) ∧ Tendsto u atTop (𝓝 (ket 0)) ∧
      ∀ᶠ k in atTop, 2 ≤ rayleigh (u k) := by
  obtain ⟨u, hu, hlim⟩ := mem_closure_iff_seq_limit.1 (trialSpace_dense (ket 0))
  refine ⟨u, hu, hlim, ?_⟩
  filter_upwards [hlim (isOpen_ne.mem_nhds (ket_ne_zero 0))] with k hk
  exact two_le_rayleigh (hu k) hk
```

The simplest nonzero trial vector mixes the two lowest levels. Normalised, it has amplitudes 1/√2 and −1/√2, and its energy is

½ · 1 + ½ · 4 = 5/2.

The code uses the unnormalised difference, with energy form 5 and squared norm 2. The infimum of the trial energies therefore lies between 2 and 5/2.

```lean
/-- The difference of the two lowest basis states is a trial vector with
Rayleigh quotient 5/2. -/
theorem two_level_trial :
    ket 0 - ket 1 ∈ trialSpace ∧ rayleigh (ket 0 - ket 1) = 5 / 2 := by
  refine ⟨ket_sub_mem 0 1, ?_⟩
  have hz : ∀ n ∉ Finset.range 2, (ket 0 - ket 1 : L2) n = 0 := by
    intro n hn
    have h : ¬ n < 2 := fun h => hn (Finset.mem_range.2 h)
    have h0 : n ≠ 0 := by omega
    have h1 : n ≠ 1 := by omega
    simp [ket_apply, h0, h1]
  have e1 : ∑' n : ℕ, (ket 0 - ket 1 : L2) n ^ 2 =
      ∑ n ∈ Finset.range 2, (ket 0 - ket 1 : L2) n ^ 2 :=
    tsum_eq_sum (fun n hn => by rw [hz n hn]; ring)
  have e2 : ∑' n : ℕ, ((n : ℝ) + 1) ^ 2 * (ket 0 - ket 1 : L2) n ^ 2 =
      ∑ n ∈ Finset.range 2, ((n : ℝ) + 1) ^ 2 * (ket 0 - ket 1 : L2) n ^ 2 :=
    tsum_eq_sum (fun n hn => by rw [hz n hn]; ring)
  rw [rayleigh, norm_sq_eq, energy, e1, e2]
  norm_num [Finset.sum_range_succ, ket_apply]

end

end NormCompleteWrongEnergy
```

For electronic-structure work, this one-particle model with a prescribed constraint shows that a converged basis-set limit can be the wrong number. The lowest energies from a growing sequence of nonzero subspaces of the trial space never rise and never fall below 2, so they converge, but not to 1. Whether a particular basis for a molecular Hamiltonian carries a hidden constraint of this kind has to be settled for that basis and that Hamiltonian.

```lean
#print axioms NormCompleteWrongEnergy.norm_complete_wrong_energy
-- 'NormCompleteWrongEnergy.norm_complete_wrong_energy' depends on axioms: [propext, Classical.choice, Quot.sound]
#print axioms NormCompleteWrongEnergy.converges_with_wrong_energy
-- 'NormCompleteWrongEnergy.converges_with_wrong_energy' depends on axioms: [propext, Classical.choice, Quot.sound]
#print axioms NormCompleteWrongEnergy.two_level_trial
-- 'NormCompleteWrongEnergy.two_level_trial' depends on axioms: [propext, Classical.choice, Quot.sound]
```
